# With positive weights, solving for the multipliers gives the unique least-rough star-function fit

**Q.** You expand a band in star functions, which are symmetrised plane waves with one coefficient $c_m$ per star, and you call $\sum_m d_m c_m^2$ its roughness, with every weight $d_m$ positive. One of those stars may be the constant function. A constant band is not rough, so why does it pay a penalty?

**A.** The coefficients are computed here by dividing by the weights, so each weight must be nonzero, and positivity then makes the minimizer unique. That is a demand of this formula, not of the interpolation itself: the constant star could go unpenalised if its coefficient were solved for together with the multipliers. The weights stand for the cost of oscillation: a long lattice vector gives a star that varies quickly with the wave vector, so one would normally let $d_m$ grow with its length. The theorems accept any positive numbers. A constant star with positive weight does have a side effect, which a small example will show.

**Q.** First derive the result by hand.

**A.** Let $G$ be the finite point group, $k_i$ the sampled wave vectors, $e_i$ the energies there, and $R_m$ one lattice vector from each star. Define

$$S_R(q)=\frac{1}{|G|}\sum_{g\in G}\cos(q\cdot gR),\qquad A_{im}=S_{R_m}(k_i),\qquad \varepsilon(q)=\sum_m S_{R_m}(q)\,c_m .$$

The band $\varepsilon$ passes through the data when $Ac=e$. With $D=\mathrm{diag}(d_m)$, making $\tfrac12c^TDc-y^T(Ac-e)$ stationary in $c$ gives $Dc=A^Ty$. So $c=D^{-1}A^Ty$, and the constraint becomes $AD^{-1}A^Ty=e$.

Now suppose that $y$ solves this equation. Then $Ac=AD^{-1}A^Ty=e$, which is the exact fit. For any $v$,

$$c^TDv=y^TAD^{-1}Dv=y^TAv .$$

If $c'$ also fits, put $v=c'-c$. Then $Av=0$, the cross term vanishes, and

$$c'^TDc'=c^TDc+2c^TDv+v^TDv=c^TDc+v^TDv .$$

The last term is $\sum_m d_mv_m^2$, which is positive unless $c'=c$. Taking $v=c$ in the earlier identity gives the minimum value, $c^TDc=y^Te$.

**Q.** And the example?

**A.** Take one sampled point with energy $e$ and two stars: the constant one, with weight $d_0$, and another with weight $d_1$ and value $s$ at that point. Then $A=(1,\;s)$ and

$$y=\frac{e\,d_0d_1}{d_1+s^2d_0},\qquad c_0=\frac{e\,d_1}{d_1+s^2d_0},\qquad c_1=\frac{e\,s\,d_0}{d_1+s^2d_0}.$$

Indeed $c_0+sc_1=e$. If $e$ and $s$ are nonzero, the band through this single point is not flat, because the constant is penalised too. As $d_0/d_1\to0$, $c_0\to e$ and $c_1\to0$, and the flat band returns.

**Q.** Now show me how that reads in Lean.

**A.** The type `κ` labels the sampled wave vectors and `μ` the stars. Both are finite.

```lean
import Mathlib

open Matrix

namespace StarInterpolation

noncomputable section

variable {κ μ : Type*} [Fintype κ] [Fintype μ]
```

The roughness is defined directly from the weights and coefficients, without an integral over the Brillouin zone.

```lean
/-- The roughness `cᵀ D c` of the expansion coefficients `c`, where `D` is diagonal with
entries `d`. -/
def roughness (d c : μ → ℝ) : ℝ := ∑ m, d m * c m ^ 2
```

Its positivity is proved as one would expect: a nonzero vector has a nonzero component, whose term is positive, and no other term is negative.

```lean
/-- With positive weights, every nonzero coefficient vector has positive roughness. -/
theorem roughness_pos {d c : μ → ℝ} (hd : ∀ m, 0 < d m) (hc : c ≠ 0) :
    0 < roughness d c := by
  obtain ⟨m, hm⟩ := Function.ne_iff.mp hc
  have hm' : c m ≠ 0 := hm
  unfold roughness
  refine Finset.sum_pos' (fun i _ => mul_nonneg (hd i).le (sq_nonneg _))
    ⟨m, Finset.mem_univ m, mul_pos (hd m) (by positivity)⟩
```

The next two definitions are $AD^{-1}A^T$ and $D^{-1}A^Ty$, for an arbitrary real matrix `A`.

```lean
variable [DecidableEq μ]

/-- The matrix `A D⁻¹ Aᵀ` in the linear equation for the Lagrange multipliers, for nonzero weights
`d`. -/
def fitMatrix (d : μ → ℝ) (A : Matrix κ μ ℝ) : Matrix κ κ ℝ :=
  A * diagonal (fun m => (d m)⁻¹) * Aᵀ

/-- The coefficients `c = D⁻¹ Aᵀ y` built from the multipliers `y`, for nonzero weights `d`. -/
def coeff (d : μ → ℝ) (A : Matrix κ μ ℝ) (y : κ → ℝ) : μ → ℝ :=
  diagonal (fun m => (d m)⁻¹) *ᵥ (Aᵀ *ᵥ y)
```

**Q.** So the crystal plays no part yet?

**A.** None. The minimisation is linear algebra. The exact fit is associativity of matrix products, which is what the `simp only` call uses.

```lean
/-- If the multipliers solve `A D⁻¹ Aᵀ y = e`, the coefficients reproduce the data `e`
exactly. -/
theorem coeff_fits {d : μ → ℝ} {A : Matrix κ μ ℝ} {y e : κ → ℝ}
    (hy : fitMatrix d A *ᵥ y = e) : A *ᵥ coeff d A y = e := by
  rw [← hy]
  simp only [coeff, fitMatrix, Matrix.mulVec_mulVec, Matrix.mul_assoc]
```

Next comes the identity $c^TDv=y^TAv$. The proof moves $A$ onto $y$ and compares the sums term by term, where each weight cancels its inverse.

```lean
/-- Stationarity: for positive weights, the `D`-weighted product of `c = D⁻¹ Aᵀ y` with any
variation `v` is the product of the multipliers with the change `A v` of the fitted values. -/
theorem stationarity {d : μ → ℝ} (hd : ∀ m, 0 < d m) (A : Matrix κ μ ℝ)
    (y : κ → ℝ) (v : μ → ℝ) :
    ∑ m, d m * coeff d A y m * v m = y ⬝ᵥ (A *ᵥ v) := by
  rw [Matrix.dotProduct_mulVec, ← Matrix.mulVec_transpose]
  refine Finset.sum_congr rfl fun m _ => ?_
  -- the weight cancels its inverse
  rw [coeff, Matrix.mulVec_diagonal, mul_inv_cancel_left₀ (hd m).ne']
```

In the splitting of the roughness, `h0` says that the cross term vanishes and `h1` expands the square, with `ring` checking each component.

```lean
/-- For positive weights, any coefficients `c'` with the same fitted values as
`c = D⁻¹ Aᵀ y` have the roughness of `c` plus the roughness of the difference `c' - c`. -/
theorem roughness_split {d : μ → ℝ} (hd : ∀ m, 0 < d m) {A : Matrix κ μ ℝ}
    {y : κ → ℝ} {c' : μ → ℝ} (h : A *ᵥ c' = A *ᵥ coeff d A y) :
    roughness d c' = roughness d (coeff d A y) + roughness d (c' - coeff d A y) := by
  -- the cross term vanishes since the difference does not change the fit
  have h0 : ∑ m, d m * coeff d A y m * (c' - coeff d A y) m = 0 := by
    rw [stationarity hd, Matrix.mulVec_sub, h, sub_self, dotProduct_zero]
  have h1 : roughness d c' = roughness d (coeff d A y) + roughness d (c' - coeff d A y)
      + 2 * ∑ m, d m * coeff d A y m * (c' - coeff d A y) m := by
    unfold roughness
    rw [Finset.mul_sum, ← Finset.sum_add_distrib, ← Finset.sum_add_distrib]
    refine Finset.sum_congr rfl fun m _ => ?_
    rw [Pi.sub_apply]
    ring
  rw [h1, h0, mul_zero, add_zero]
```

**Q.** Is "unique minimizer" stated in full, or only that nothing is smoother?

**A.** In full. Every different `c'` that fits has strictly larger roughness. The proof combines the splitting with positivity of the difference.

```lean
/-- For positive weights and multipliers solving `A D⁻¹ Aᵀ y = e`, the coefficients
`c = D⁻¹ Aᵀ y` fit the data, and all other coefficients that fit are strictly rougher. -/
theorem unique_minimizer {d : μ → ℝ} (hd : ∀ m, 0 < d m) {A : Matrix κ μ ℝ}
    {y e : κ → ℝ} (hy : fitMatrix d A *ᵥ y = e) :
    A *ᵥ coeff d A y = e ∧
      ∀ c', A *ᵥ c' = e → c' ≠ coeff d A y →
        roughness d (coeff d A y) < roughness d c' := by
  refine ⟨coeff_fits hy, fun c' hc' hne => ?_⟩
  have h1 := roughness_split hd (hc'.trans (coeff_fits hy).symm)
  have h2 := roughness_pos hd (sub_ne_zero.mpr hne)
  linarith
```

The minimum value is stationarity with $v=c$.

```lean
/-- For positive weights and multipliers solving `A D⁻¹ Aᵀ y = e`, the roughness of
`c = D⁻¹ Aᵀ y` is the product `y · e` of multipliers and data. -/
theorem roughness_coeff {d : μ → ℝ} (hd : ∀ m, 0 < d m) {A : Matrix κ μ ℝ}
    {y e : κ → ℝ} (hy : fitMatrix d A *ᵥ y = e) :
    roughness d (coeff d A y) = y ⬝ᵥ e := by
  have h := stationarity hd A y (coeff d A y)
  rw [coeff_fits hy] at h
  rw [← h]
  unfold roughness
  refine Finset.sum_congr rfl fun m _ => ?_
  ring
```

**Q.** You keep assuming that $y$ exists. What if it doesn't?

**A.** Then the minimisation theorem is silent. A sufficient condition is that the rows of $A$ are linearly independent, written `hA`: $A^Ty=0$ only for $y=0$. Equivalently, the chosen stars can match any energies whatever at the sampled points. Two symmetry-equivalent points give equal rows and violate the condition, as do more points than stars.

By hand: if $AD^{-1}A^Ty=0$, the data are zero, so the roughness $y^Te$ is zero and $c=0$. Hence $A^Ty=Dc=0$ and $y=0$. The square matrix is injective, so it is also surjective, and each $e$ has exactly one $y$. The proof follows this argument, with `hinj` for injectivity and `hbij` for the conclusion.

```lean
/-- If the weights are positive and the rows of `A` are linearly independent, then for all
data `e` the equation `A D⁻¹ Aᵀ y = e` has exactly one solution `y`. -/
theorem existsUnique_multipliers {d : μ → ℝ} (hd : ∀ m, 0 < d m) {A : Matrix κ μ ℝ}
    (hA : ∀ y, Aᵀ *ᵥ y = 0 → y = 0) (e : κ → ℝ) :
    ∃! y, fitMatrix d A *ᵥ y = e := by
  have hinj : Function.Injective (fitMatrix d A).mulVecLin := by
    rw [← LinearMap.ker_eq_bot, LinearMap.ker_eq_bot']
    intro y hy
    have hy' : fitMatrix d A *ᵥ y = 0 := hy
    -- zero data force zero roughness, hence zero coefficients
    have hr := roughness_coeff hd hy'
    rw [dotProduct_zero] at hr
    have hc : coeff d A y = 0 := by
      by_contra hne
      exact (roughness_pos hd hne).ne' hr
    apply hA
    funext m
    have hm := congrFun hc m
    rw [coeff, Matrix.mulVec_diagonal] at hm
    exact (mul_eq_zero.mp hm).resolve_left (inv_ne_zero (hd m).ne')
  have hbij : Function.Bijective (fitMatrix d A).mulVecLin :=
    ⟨hinj, LinearMap.injective_iff_surjective.mp hinj⟩
  exact hbij.existsUnique e
```

**Q.** Now the crystal. Why cosines, when stars are usually sums of complex exponentials?

**A.** The cosine average is the real part of the exponential one, and the two agree when the point group contains inversion. Without inversion, the cosine forces $\varepsilon(-q)=\varepsilon(q)$. That suits spinless electrons with time-reversal symmetry, but not a spin-split band that lacks this evenness.

In the code, `V` is a real inner product space holding both wave vectors and lattice vectors, and `U` represents the group `G` by linear isometries.

```lean
variable {G V : Type*} [Group G] [Fintype G] [NormedAddCommGroup V] [InnerProductSpace ℝ V]

/-- The real star function of the lattice vector `R` at the wave vector `q`: the average of
`cos (q · gR)` over the operations `g` of the point group, which acts by `U`. -/
def starFn (U : G →* (V ≃ₗᵢ[ℝ] V)) (R q : V) : ℝ :=
  (∑ g, Real.cos (inner ℝ q (U g R))) / Fintype.card G

/-- The band with coefficients `c` in the star functions of the lattice vectors `R m`. -/
def band (U : G →* (V ≃ₗᵢ[ℝ] V)) (R : μ → V) (c : μ → ℝ) (q : V) : ℝ :=
  ∑ m, starFn U (R m) q * c m

/-- The values of the star functions at the sampled wave vectors `k i`. -/
def starMatrix (U : G →* (V ≃ₗᵢ[ℝ] V)) (R : μ → V) (k : κ → V) : Matrix κ μ ℝ :=
  Matrix.of fun i m => starFn U (R m) (k i)
```

**Q.** Does the interpolated band really have the point-group symmetry, or only at the sampled points?

**A.** At every wave vector. For $h\in G$, relabelling $g\to hg$ gives

$$S_R(hq)=\frac1{|G|}\sum_g\cos(hq\cdot hgR)=\frac1{|G|}\sum_g\cos(q\cdot gR)=S_R(q),$$

since $h$ preserves inner products. `Equiv.sum_comp` does the relabelling and `inner_map_map` removes $h$.

```lean
/-- A star function takes the same value at wave vectors related by a point-group operation. -/
theorem starFn_symmetric (U : G →* (V ≃ₗᵢ[ℝ] V)) (R q : V) (h : G) :
    starFn U R (U h q) = starFn U R q := by
  unfold starFn
  congr 1
  -- relabel the group sum by g ↦ h g
  refine (Equiv.sum_comp (Equiv.mulLeft h)
    (fun g => Real.cos (inner ℝ (U h q) (U g R)))).symm.trans ?_
  refine Finset.sum_congr rfl fun g _ => ?_
  have hg : U (h * g) R = U h (U g R) := by
    rw [map_mul]
    rfl
  change Real.cos (inner ℝ (U h q) (U (h * g) R)) = _
  rw [hg, LinearIsometryEquiv.inner_map_map]
```

**Q.** I see no lattice in these definitions. Where does periodicity come from?

**A.** From the hypothesis `hK`: $K\cdot gR$ is an integer multiple of $2\pi$ for every $g$. This holds when $R$ is a lattice vector, the point group maps the lattice to itself, and $K$ is a reciprocal-lattice vector. Each cosine is then unchanged by $q\to q+K$. The lemma treats one star; a band is a finite sum of stars, so it inherits the period if all its stars satisfy the hypothesis.

```lean
/-- A star function is unchanged when the wave vector is shifted by a vector `K` whose product
with every member `gR` of the star is an integer multiple of `2π`. -/
theorem starFn_periodic (U : G →* (V ≃ₗᵢ[ℝ] V)) (R q K : V)
    (hK : ∀ g, ∃ n : ℤ, inner ℝ K (U g R) = n * (2 * Real.pi)) :
    starFn U R (q + K) = starFn U R q := by
  unfold starFn
  congr 1
  refine Finset.sum_congr rfl fun g _ => ?_
  obtain ⟨n, hn⟩ := hK g
  rw [inner_add_left, hn, Real.cos_add_int_mul_two_pi]
```

**Q.** Then what does the final theorem say about a band?

**A.** Given positive weights and multipliers that solve the equation for the star matrix, it says three things: the band equals $e_i$ at each $k_i$, it is invariant under the point group, and any other coefficients that reproduce the energies are strictly rougher. The first and third parts are `unique_minimizer` read through the definition of `band`; the second applies `starFn_symmetric` to each term.

```lean
/-- Star-function band interpolation: for positive weights and multipliers solving
`A D⁻¹ Aᵀ y = e`, with `A` the star matrix, the band with coefficients `D⁻¹ Aᵀ y` passes through
all energies `e i`, has the point-group symmetry, and is strictly less rough than every
other choice of coefficients that passes through them. -/
theorem band_interpolation (U : G →* (V ≃ₗᵢ[ℝ] V)) (R : μ → V) (k : κ → V)
    {d : μ → ℝ} (hd : ∀ m, 0 < d m) {y e : κ → ℝ}
    (hy : fitMatrix d (starMatrix U R k) *ᵥ y = e) :
    (∀ i, band U R (coeff d (starMatrix U R k) y) (k i) = e i) ∧
    (∀ h q, band U R (coeff d (starMatrix U R k) y) (U h q) =
      band U R (coeff d (starMatrix U R k) y) q) ∧
    ∀ c', (∀ i, band U R c' (k i) = e i) → c' ≠ coeff d (starMatrix U R k) y →
      roughness d (coeff d (starMatrix U R k) y) < roughness d c' := by
  obtain ⟨hfit, hmin⟩ := unique_minimizer hd hy
  refine ⟨fun i => congrFun hfit i, fun h q => ?_, fun c' hc' hne => ?_⟩
  · unfold band
    simp only [starFn_symmetric]
  · exact hmin c' (funext hc') hne

end

end StarInterpolation
```

**Q.** Would this reassure me about a density of states computed from an interpolated band?

**A.** Partly. When energies from a coarse mesh are carried to a fine one, the theorem guarantees the fit, the symmetry and least roughness for one scalar band in a finite set of stars. It puts no bound on the error between sampled points. It also takes the assignment of energies to bands as given, so a crossing that has been connected wrongly will be interpolated just as faithfully.

```lean
#print axioms StarInterpolation.unique_minimizer
#print axioms StarInterpolation.existsUnique_multipliers
#print axioms StarInterpolation.starFn_periodic
#print axioms StarInterpolation.band_interpolation
```

```
'StarInterpolation.unique_minimizer' depends on axioms: [propext, Classical.choice, Quot.sound]
'StarInterpolation.existsUnique_multipliers' depends on axioms: [propext, Classical.choice, Quot.sound]
'StarInterpolation.starFn_periodic' depends on axioms: [propext, Classical.choice, Quot.sound]
'StarInterpolation.band_interpolation' depends on axioms: [propext, Classical.choice, Quot.sound]
```
